# With a fixed on-site kernel and exponentially small orbital mixing, a two-site charge-transfer excitation has no $-1/R$ shift

Take two sites, numbered 0 and 1, a distance $R$ apart, in atomic units. The occupied orbital is $(\cos\theta,\sin\theta)$ and the empty one is $(-\sin\theta,\cos\theta)$. Their sitewise product is the transition density $\rho$. The interaction kernel is

$$M=\begin{pmatrix}a&1/R\\1/R&b\end{pmatrix},$$

with fixed on-site entries $a,b$. With $K=\langle\rho,M\rho\rangle$ and a fixed orbital gap $w>0$, the excitation energy is $W=\sqrt{w^2+4wK}$.

If an electron moves from one site to the other, I expect the electron and the hole to attract each other, so that $W\approx w-1/R$ and $R(W-w)\to-1$. But I am told that a semilocal kernel misses this: once the orbitals are localised, with $|\sin\theta(R)|\le e^{-cR}$ and $c>0$, the limit is $0$. Can this be proved with all the estimates written out, and checked in Lean? I would also like to know what the kernel would have to do to give $-1$.

## The coupling decays exponentially, and the shift follows it

Yes, the limit is $0$. Write $s=\sin\theta$ and $t=\cos\theta$. The transition density is $\rho=(-st,\,st)$, so

$$M\rho=st\,\bigl(-a+1/R,\;b-1/R\bigr),\qquad K=s^2t^2\,(a+b-2/R).$$

The Coulomb term $1/R$ is present, but it is multiplied by the squared overlap $s^2t^2$. Here "overlap" means $st$, which measures the sitewise product of the orbitals; their inner product is zero. Since $t^2\le1$, the assumption on the mixing gives $s^2t^2\le e^{-2cR}$ at large $R$. For $R\ge1$ we also have $|a+b-2/R|\le|a|+|b|+2$. Hence, for every $n=0,1,2,\dots$,

$$R^n|K|\le R^n e^{-2cR}\,(|a|+|b|+2)\longrightarrow0.$$

The case $n=0$ says that $K\to0$. So eventually $K>-w/4$, which makes $w^2+4wK$ positive and $W$ a real, positive excitation energy. Squaring its definition gives

$$(W-w)(W+w)=4wK.$$

Because $W+w\ge w>0$, it follows that $|W-w|\le4|K|$, and therefore $R^n(W-w)\to0$ for every $n$. The case $n=1$ is your claim.

## A kernel that gives $-1/R$ has to diverge

Now let $a$ and $b$ depend on $R$, and suppose that $R(W-w)\to-1$. At large $R$ we then have $-2<R(W-w)<-\tfrac12$ and $Rw>2$. The lower bound gives $RW>Rw-2>0$, so $W>0$ and the factorised identity holds. The upper bound gives

$$4w\,RK=R(W-w)(W+w)\le-\tfrac12(W+w)\le-\tfrac w2,$$

so $RK\le-\tfrac18$. Inserting the formula for $K$,

$$\tfrac18\le s^2t^2\,\bigl(2-R(a+b)\bigr)\le e^{-2cR}\bigl(2-R(a+b)\bigr),$$

where the last step uses that the bracket is positive, as the first inequality forces it to be. Thus $R(a+b)\le2-e^{2cR}/8$. For $c>0$ the on-site sum must run to $-\infty$ exponentially fast.

Such a kernel exists whenever the overlap is nonzero. For $R>0$ and $wR\ge1$, choose

$$a+b=\frac2R+\frac{1}{s^2t^2}\left(\frac1{4wR^2}-\frac1{2R}\right).$$

Then $K=\frac1{4wR^2}-\frac1{2R}$ and $w^2+4wK=(w-1/R)^2$, so $W=w-1/R$ exactly.

## The model as Lean sees it

```lean
import Mathlib

open Matrix Filter Topology

namespace TwoSiteChargeTransfer

noncomputable section

/-- The occupied orbital, with amplitudes `cos θ` and `sin θ` on the two sites. -/
def occupied (θ : ℝ) : Fin 2 → ℝ := ![Real.cos θ, Real.sin θ]

/-- The empty orbital, with amplitudes `-sin θ` and `cos θ` on the two sites. -/
def virtual (θ : ℝ) : Fin 2 → ℝ := ![-Real.sin θ, Real.cos θ]

/-- The transition density: the sitewise product of the two orbitals. -/
def transitionDensity (θ : ℝ) : Fin 2 → ℝ := fun i => occupied θ i * virtual θ i

/-- The interaction kernel for sites at distance `R ≠ 0`: on-site entries `a` and `b`,
and `1/R` between the sites. -/
def kernel (a b R : ℝ) : Matrix (Fin 2) (Fin 2) ℝ := !![a, 1 / R; 1 / R, b]

/-- The coupling `K`: the kernel between the transition density and itself, for `R ≠ 0`. -/
def coupling (θ a b R : ℝ) : ℝ :=
  transitionDensity θ ⬝ᵥ (kernel a b R *ᵥ transitionDensity θ)

/-- The excitation energy `W = √(w² + 4wK)` for orbital gap `w` and coupling `K`,
meant for `w² + 4wK ≥ 0`. -/
def excitation (w K : ℝ) : ℝ := Real.sqrt (w ^ 2 + 4 * w * K)

/-- The coupling is `(sin θ cos θ)²`, the squared sitewise product of the orbitals on either site,
times `a + b - 2/R`. -/
theorem coupling_eq (θ a b R : ℝ) :
    coupling θ a b R = (Real.sin θ * Real.cos θ) ^ 2 * (a + b - 2 / R) := by
  simp only [coupling, transitionDensity, kernel, occupied, virtual, Matrix.mulVec,
    dotProduct, Fin.sum_univ_two, Matrix.of_apply, Matrix.cons_val_zero,
    Matrix.cons_val_one, Matrix.cons_val_fin_one]
  ring

/-- If the mixing `|sin θ|` is at most `exp(-cR)`, the squared overlap is at most
`exp(-2cR)`. -/
theorem overlap_sq_le {θ c R : ℝ} (h : |Real.sin θ| ≤ Real.exp (-(c * R))) :
    (Real.sin θ * Real.cos θ) ^ 2 ≤ Real.exp (-(2 * c * R)) := by
  have h1 : Real.sin θ ^ 2 ≤ Real.exp (-(c * R)) ^ 2 := by
    rw [← sq_abs (Real.sin θ)]
    exact pow_le_pow_left₀ (abs_nonneg _) h 2
  have h2 : Real.exp (-(c * R)) ^ 2 = Real.exp (-(2 * c * R)) := by
    rw [sq, ← Real.exp_add]
    congr 1
    ring
  have h3 : Real.sin θ ^ 2 * Real.cos θ ^ 2 ≤ Real.sin θ ^ 2 * 1 :=
    mul_le_mul_of_nonneg_left (Real.cos_sq_le_one θ) (sq_nonneg _)
  rw [mul_pow]
  linarith

/-- When `w² + 4wK ≥ 0`, the shift of the excitation energy from the gap satisfies
`(W - w)(W + w) = 4wK`. -/
theorem shift_mul_sum {w K : ℝ} (h : 0 ≤ w ^ 2 + 4 * w * K) :
    (excitation w K - w) * (excitation w K + w) = 4 * w * K := by
  have hs : excitation w K ^ 2 = w ^ 2 + 4 * w * K := Real.sq_sqrt h
  linear_combination hs

/-- For fixed on-site entries and mixing at most `exp(-cR)` at large `R`, with `c > 0`,
the coupling vanishes faster than any power of `1/R`. -/
theorem pow_mul_coupling_tendsto {θ : ℝ → ℝ} {c : ℝ} (a b : ℝ) (hc : 0 < c)
    (hθ : ∀ᶠ R in atTop, |Real.sin (θ R)| ≤ Real.exp (-(c * R))) (n : ℕ) :
    Tendsto (fun R => R ^ n * coupling (θ R) a b R) atTop (𝓝 0) := by
  have h2c : 0 < 2 * c := by linarith
  -- an exponential beats every power
  have hexp : Tendsto (fun R : ℝ => R ^ n * Real.exp (-(2 * c * R))) atTop (𝓝 0) := by
    have hlin : Tendsto (fun R : ℝ => 2 * c * R) atTop atTop :=
      tendsto_id.const_mul_atTop h2c
    have h := ((Real.tendsto_pow_mul_exp_neg_atTop_nhds_zero n).comp hlin).const_mul
      (((2 * c) ^ n)⁻¹)
    rw [mul_zero] at h
    refine h.congr fun R => ?_
    have hne : (2 * c) ^ n ≠ 0 := (pow_pos h2c n).ne'
    simp only [Function.comp_apply]
    rw [mul_pow (2 * c) R n, mul_assoc, inv_mul_cancel_left₀ hne]
  have hbound := hexp.mul_const (|a| + |b| + 2)
  rw [zero_mul] at hbound
  refine squeeze_zero_norm' ?_ hbound
  filter_upwards [hθ, eventually_ge_atTop (1 : ℝ)] with R hR h1
  have hR0 : 0 < R := by linarith
  have hinv0 : 0 ≤ 2 / R := by positivity
  have hinv : 2 / R ≤ 2 := by
    rw [div_le_iff₀ hR0]
    linarith
  have hD : |a + b - 2 / R| ≤ |a| + |b| + 2 := by
    rw [abs_le]
    constructor <;>
      linarith [neg_abs_le a, neg_abs_le b, le_abs_self a, le_abs_self b,
        abs_nonneg a, abs_nonneg b]
  rw [coupling_eq, Real.norm_eq_abs, abs_mul, abs_mul, abs_of_nonneg (pow_nonneg hR0.le n),
    abs_of_nonneg (sq_nonneg (Real.sin (θ R) * Real.cos (θ R))), mul_assoc]
  exact mul_le_mul_of_nonneg_left
    (mul_le_mul (overlap_sq_le hR) hD (abs_nonneg _) (Real.exp_pos _).le)
    (pow_nonneg hR0.le n)

/-- For a fixed gap `w > 0`, fixed on-site entries and mixing at most `exp(-cR)` at large `R`, with
`c > 0`, the squared excitation energy `w² + 4wK` is positive at large `R`. -/
theorem eventually_radicand_pos {θ : ℝ → ℝ} {c w : ℝ} (a b : ℝ) (hc : 0 < c) (hw : 0 < w)
    (hθ : ∀ᶠ R in atTop, |Real.sin (θ R)| ≤ Real.exp (-(c * R))) :
    ∀ᶠ R in atTop, 0 < w ^ 2 + 4 * w * coupling (θ R) a b R := by
  have h := pow_mul_coupling_tendsto a b hc hθ 0
  simp only [pow_zero, one_mul] at h
  have hneg : -(w / 4) < 0 := by linarith
  filter_upwards [h.eventually_const_lt hneg] with R hR
  nlinarith [mul_pos hw (show 0 < coupling (θ R) a b R + w / 4 by linarith)]

/-- For a fixed gap `w > 0`, fixed on-site entries and mixing at most `exp(-cR)` at large
`R`, with `c > 0`, the shift `W - w` vanishes faster than any power of `1/R`. -/
theorem pow_mul_shift_tendsto {θ : ℝ → ℝ} {c w : ℝ} (a b : ℝ) (hc : 0 < c) (hw : 0 < w)
    (hθ : ∀ᶠ R in atTop, |Real.sin (θ R)| ≤ Real.exp (-(c * R))) (n : ℕ) :
    Tendsto (fun R => R ^ n * (excitation w (coupling (θ R) a b R) - w)) atTop (𝓝 0) := by
  have hK := (pow_mul_coupling_tendsto a b hc hθ n).norm.const_mul 4
  rw [norm_zero, mul_zero] at hK
  refine squeeze_zero_norm' ?_ hK
  filter_upwards [eventually_radicand_pos a b hc hw hθ] with R hrad
  have hid := shift_mul_sum hrad.le
  have hW : 0 ≤ excitation w (coupling (θ R) a b R) := Real.sqrt_nonneg _
  generalize coupling (θ R) a b R = K at *
  generalize excitation w K = W at *
  -- divide the factorised identity by W + w ≥ w
  have habs : |W - w| * (W + w) = 4 * w * |K| := by
    have h := congrArg abs hid
    rwa [abs_mul, abs_mul, abs_of_nonneg (show 0 ≤ W + w by linarith),
      abs_of_nonneg (show 0 ≤ 4 * w by linarith)] at h
  have hle : |W - w| ≤ 4 * |K| := by
    refine le_of_mul_le_mul_right ?_ hw
    nlinarith [mul_nonneg (abs_nonneg (W - w)) hW]
  rw [norm_mul, norm_mul, Real.norm_eq_abs (W - w), Real.norm_eq_abs K]
  nlinarith [mul_le_mul_of_nonneg_left hle (norm_nonneg (R ^ n))]

/-- For a fixed gap `w > 0`, fixed on-site entries and mixing at most `exp(-cR)` at large
`R`, with `c > 0`, the product `R(W - w)` tends to `0` and does not tend to `-1`. -/
theorem charge_transfer_limit {θ : ℝ → ℝ} {c w : ℝ} (a b : ℝ) (hc : 0 < c) (hw : 0 < w)
    (hθ : ∀ᶠ R in atTop, |Real.sin (θ R)| ≤ Real.exp (-(c * R))) :
    Tendsto (fun R => R * (excitation w (coupling (θ R) a b R) - w)) atTop (𝓝 0) ∧
    ¬ Tendsto (fun R => R * (excitation w (coupling (θ R) a b R) - w)) atTop (𝓝 (-1)) := by
  have h := pow_mul_shift_tendsto a b hc hw hθ 1
  simp only [pow_one] at h
  refine ⟨h, fun h' => ?_⟩
  have := tendsto_nhds_unique h h'
  norm_num at this

/-- Let the on-site entries depend on `R`, with `w > 0` and mixing at most `exp(-cR)` at
large `R`. If `R(W - w)` tends to `-1`, then `R(a + b) ≤ 2 - exp(2cR)/8` at large `R`. -/
theorem kernel_must_diverge {θ a b : ℝ → ℝ} {c w : ℝ} (hw : 0 < w)
    (hθ : ∀ᶠ R in atTop, |Real.sin (θ R)| ≤ Real.exp (-(c * R)))
    (hlim : Tendsto (fun R => R * (excitation w (coupling (θ R) (a R) (b R) R) - w))
      atTop (𝓝 (-1))) :
    ∀ᶠ R in atTop, R * (a R + b R) ≤ 2 - Real.exp (2 * c * R) / 8 := by
  filter_upwards [hlim.eventually_lt_const (show (-1 : ℝ) < -1 / 2 by norm_num),
    hlim.eventually_const_lt (show (-2 : ℝ) < -1 by norm_num), hθ,
    eventually_gt_atTop (0 : ℝ), eventually_gt_atTop (2 / w)] with R h1 h2 hR hR0 hRw
  have hRw' : 2 < R * w := (div_lt_iff₀ hw).1 hRw
  have hK := coupling_eq (θ R) (a R) (b R) R
  generalize coupling (θ R) (a R) (b R) R = K at *
  -- W is positive, so the square root is genuine
  have hW : 0 < excitation w K := by
    by_contra hn
    nlinarith [mul_nonneg hR0.le (show 0 ≤ -excitation w K by linarith)]
  have hid := shift_mul_sum (Real.sqrt_pos.1 hW).le
  have hRK : R * K ≤ -1 / 8 := by
    have e : 4 * w * (R * K) = R * (excitation w K - w) * (excitation w K + w) := by
      linear_combination (-R) * hid
    have f := mul_le_mul_of_nonneg_right h1.le (show 0 ≤ excitation w K + w by linarith)
    by_contra hn
    have := mul_pos hw (show 0 < R * K + 1 / 8 by linarith)
    nlinarith
  -- use the bound on the squared overlap to bound the on-site sum
  have hm := overlap_sq_le hR
  have hm0 := sq_nonneg (Real.sin (θ R) * Real.cos (θ R))
  generalize (Real.sin (θ R) * Real.cos (θ R)) ^ 2 = m at *
  have hRR : R * (2 / R) = 2 := mul_div_cancel₀ 2 hR0.ne'
  have hmX : 1 / 8 ≤ m * (2 - R * (a R + b R)) := by
    have e : R * K = -(m * (2 - R * (a R + b R))) := by
      rw [hK]
      linear_combination (-m) * hRR
    linarith
  have hX : 0 ≤ 2 - R * (a R + b R) := by
    by_contra hn
    nlinarith [mul_nonneg hm0 (show 0 ≤ -(2 - R * (a R + b R)) by linarith)]
  have hE := hmX.trans (mul_le_mul_of_nonneg_right hm hX)
  have hone : Real.exp (2 * c * R) * Real.exp (-(2 * c * R)) = 1 := by
    rw [← Real.exp_add, add_neg_cancel, Real.exp_zero]
  have hfin := mul_le_mul_of_nonneg_left hE (Real.exp_pos (2 * c * R)).le
  rw [← mul_assoc, hone, one_mul] at hfin
  linarith

/-- For `w > 0`, `R > 0`, `wR ≥ 1` and nonzero overlap `sin θ cos θ`, on-site entries with
the stated sum give exactly `W = w - 1/R`. -/
theorem restoring_kernel {θ a b w R : ℝ} (hw : 0 < w) (hR : 0 < R) (hwR : 1 ≤ w * R)
    (hov : Real.sin θ * Real.cos θ ≠ 0)
    (hab : a + b = 2 / R +
      (1 / (4 * w * R ^ 2) - 1 / (2 * R)) / (Real.sin θ * Real.cos θ) ^ 2) :
    excitation w (coupling θ a b R) = w - 1 / R := by
  have hK : coupling θ a b R = 1 / (4 * w * R ^ 2) - 1 / (2 * R) := by
    rw [coupling_eq, hab, add_sub_cancel_left]
    exact mul_div_cancel₀ _ (pow_ne_zero 2 hov)
  -- the radicand is a perfect square
  have hsq : w ^ 2 + 4 * w * (1 / (4 * w * R ^ 2) - 1 / (2 * R)) = (w - 1 / R) ^ 2 := by
    field_simp
    ring
  have hnn : 0 ≤ w - 1 / R := by
    rw [sub_nonneg, div_le_iff₀ hR]
    exact hwR
  rw [hK, excitation, hsq, Real.sqrt_sq hnn]

end

end TwoSiteChargeTransfer
```

```lean
#print axioms TwoSiteChargeTransfer.charge_transfer_limit
-- 'TwoSiteChargeTransfer.charge_transfer_limit' depends on axioms: [propext, Classical.choice, Quot.sound]
#print axioms TwoSiteChargeTransfer.kernel_must_diverge
-- 'TwoSiteChargeTransfer.kernel_must_diverge' depends on axioms: [propext, Classical.choice, Quot.sound]
#print axioms TwoSiteChargeTransfer.restoring_kernel
-- 'TwoSiteChargeTransfer.restoring_kernel' depends on axioms: [propext, Classical.choice, Quot.sound]
```

The orbitals `occupied θ` and `virtual θ` are real functions on `Fin 2`, the two sites. `transitionDensity` multiplies them site by site, `kernel a b R` is the matrix $M$, and `coupling` is the quadratic form $K$. `excitation w K` is the square root. Lean's real square root returns $0$ for a negative argument, which is why `eventually_radicand_pos` is there: it shows that the main limit concerns genuine excitation energies.

In `charge_transfer_limit`, the mixing angle is an arbitrary function `θ : ℝ → ℝ`, while `a`, `b`, `c` and `w` are constants. The notation `∀ᶠ R in atTop` means "for all sufficiently large $R$", so nothing is asked of the mixing at short distance. The conclusion has two parts: $R(W-w)$ tends to $0$, and it does not tend to $-1$. `pow_mul_shift_tendsto` is the stronger statement with $R^n$.

In `kernel_must_diverge`, `a` and `b` become functions of $R$, while the entry between the sites stays $1/R$. This theorem doesn't require $c>0$, but its bound describes exponential divergence only in that case. `restoring_kernel` is a statement about a single distance.

Three physical inputs are assumed:

- **Exponentially small mixing.** This stands for localised orbitals whose tails barely reach the other site. It is not derived from a Hamiltonian.
- **Fixed on-site entries.** They stand for the on-site Hartree and exchange-correlation response. A semilocal exchange-correlation kernel adds nothing between separated sites, so only the Coulomb term $1/R$ remains there. That $a$ and $b$ don't change with distance is an idealisation.
- **A fixed gap and a single orbital pair.** The formula for $W$ is the linear-response equation for a closed-shell singlet with one occupied and one empty orbital, when the kernel doesn't depend on frequency and there is no nonlocal exchange. Mixing with other excitations is absent.

Within this one-pair, two-site model, the result shows how time-dependent density functional theory with a semilocal kernel loses the electron–hole attraction: the kernel acts on the product of the two orbitals, and that product vanishes as they separate.

## From the overlap to the limit in Lean

`coupling_eq` expands the matrix and vector products over the two sites with `simp only`, and `ring` collects the result into $s^2t^2(a+b-2/R)$. `overlap_sq_le` squares the mixing bound and uses $\cos^2\theta\le1$. `shift_mul_sum` obtains $W^2=w^2+4wK$ from `Real.sq_sqrt` and rearranges it into the factorised identity.

The analysis is in `pow_mul_coupling_tendsto`. Mathlib supplies $x^ne^{-x}\to0$; the proof substitutes $x=2cR$ and divides by $(2c)^n$. The bound on $R^n|K|$ is then assembled for $R\ge1$, and `squeeze_zero_norm'` turns it into the limit.

`eventually_radicand_pos` is the case $n=0$, compared with $-w/4$. In `pow_mul_shift_tendsto`, taking absolute values in the factorised identity gives $|W-w|(W+w)=4w|K|$. Cancelling $w$ yields $|W-w|\le4|K|$, and a second squeeze finishes the argument. `charge_transfer_limit` sets $n=1$ and excludes $-1$ by uniqueness of limits, `tendsto_nhds_unique`.

In `kernel_must_diverge`, `filter_upwards` gathers the conditions that hold at large $R$: the two bounds on $R(W-w)$, the mixing bound, $R>0$ and $R>2/w$. The proof then follows the inequalities above, with `hRK` as the bound $RK\le-\tfrac18$ and `hmX` as its form in terms of the overlap. The last lines multiply by $e^{2cR}$ to isolate $R(a+b)$. In `restoring_kernel`, `field_simp` and `ring` verify the perfect square, and $wR\ge1$ ensures that its root is $w-1/R$ and not $1/R-w$.

## What you would see in a linear-response calculation

For a single occupied–empty pair, the matrix element $K$ is found by forming the transition density, computing the potential that it induces through the Hartree and exchange-correlation kernels, and integrating that potential against the transition density. A full linear-response calculation also couples different pairs to each other. To see the effect, pull a donor and an acceptor apart and print the charge-transfer excitation energy next to the corresponding orbital energy difference. With a semilocal functional the two numbers merge, and the $-1/R$ curve is missing.

Nonlocal exact exchange, as used in hybrid functionals, changes this, because it brings in an integral between the *densities* of the two orbitals, which does not vanish with their overlap. A global hybrid with exchange fraction $\alpha$ gives a shift of $-\alpha/R$ at large distance, and a range-separated hybrid with full long-range exchange gives $-1/R$. The response equations then contain an additional exchange term, so the simple square root used here no longer applies.
